# For smooth periodic P and q, the operator P f′ + q f is antisymmetric exactly when q = P′/2

Let $P$ be a real $C^1$ function of period $T>0$, and let $q$ be real and continuous with the same period. On real $C^1$ functions of period $T$, the operator $f\mapsto Pf'+qf$ is antisymmetric for the integral over a period if and only if $q=P'/2$. In particular, $Pf'+P'f/2$ is always antisymmetric, and $Pf'$ is so only for constant $P$.

In a semiconductor, the Kane parameter $P$ measures the momentum coupling between conduction and valence bands. In a graded alloy it varies with position, so $Pk$ and $kP$ differ, where $k=-i\,d/dx$. The term $qf$ records the choice of ordering.

## Envelope functions and the coupling operator

```lean
import Mathlib

namespace KaneOrdering
```

In the code, `deriv f x` is $f'(x)$, and `∫ x in (0:ℝ)..T` is the integral from $0$ to $T$.

```lean
/-- Real, continuously differentiable functions on the line with period `T`. -/
structure PeriodicC1 (T : ℝ) (f : ℝ → ℝ) : Prop where
  diff : Differentiable ℝ f
  cont : Continuous (deriv f)
  per : Function.Periodic f T
```

`PeriodicC1 T f` says that $f$ is differentiable, that $f'$ is continuous, and that $f(x+T)=f(x)$ for all $x$. Envelope functions and the profile $P$ both have to satisfy it. An abrupt heterojunction, where $P$ jumps, is therefore excluded.

```lean
/-- The first-order coupling operator `f ↦ P f' + q f` with position-dependent
Kane parameter `P` and a multiplicative term `q`. -/
noncomputable def kaneOp (P q f : ℝ → ℝ) : ℝ → ℝ :=
  fun x => P x * deriv f x + q x * f x
```

This is the operator $(Af)(x)=P(x)f'(x)+q(x)f(x)$. The choice $q=0$ gives $P\,d/dx$, $q=P'$ gives $(d/dx)P$, and $q=P'/2$ gives their average. Unlike the textbook coupling, `kaneOp` omits the factor $-i$; restoring it turns the average into $(Pk+kP)/2$.

```lean
/-- Antisymmetry of an operator for the integral over a period, on real `C¹` functions
of period `T`. -/
def Skew (T : ℝ) (A : (ℝ → ℝ) → ℝ → ℝ) : Prop :=
  ∀ f g, PeriodicC1 T f → PeriodicC1 T g →
    (∫ x in (0:ℝ)..T, g x * A f x) = -(∫ x in (0:ℝ)..T, A g x * f x)
```

`Skew T A` means

$$\int_0^T g\,(Af)\,dx=-\int_0^T (Ag)\,f\,dx$$

for all admissible $f$ and $g$. For the real linear operators used here, this is equivalent to $-iA$ being symmetric on complex periodic $C^1$ functions, as one sees by splitting them into real and imaginary parts.

```lean
/-- The constant function one is periodic and continuously differentiable. -/
lemma periodicC1_one (T : ℝ) : PeriodicC1 T (fun _ => 1) where
  diff := differentiable_const 1
  cont := by
    have h : deriv (fun _ : ℝ => (1:ℝ)) = fun _ => 0 := funext fun x => deriv_const x 1
    rw [h]
    exact continuous_const
  per := fun _ => rfl
```

The constant function $1$ is admissible. It will serve as a test function.

## What integration by parts leaves over

```lean
/-- The continuous derivative of a periodic function integrates to zero over a period. -/
theorem integral_periodic_deriv {T : ℝ} {F F' : ℝ → ℝ} (hF : ∀ x, HasDerivAt F (F' x) x)
    (hc : Continuous F') (hp : Function.Periodic F T) : (∫ x in (0:ℝ)..T, F' x) = 0 := by
  rw [intervalIntegral.integral_eq_sub_of_hasDerivAt (fun x _ => hF x)
    (hc.intervalIntegrable _ _)]
  have h := hp 0
  rw [zero_add] at h
  rw [h, sub_self]
```

`HasDerivAt F (F' x) x` says that $F$ has derivative $F'(x)$ at $x$. If $F'$ is continuous and $F$ has period $T$, the fundamental theorem of calculus gives
$$\int_0^T F'\,dx=F(T)-F(0)=0.$$

```lean
/-- For `C¹` functions `P`, `f`, `g` of period `T` and continuous `q`, the failure of antisymmetry
of `P f' + q f` is the integral of `(2q - P') f g` over a period. -/
theorem skew_defect {T : ℝ} {P q f g : ℝ → ℝ} (hP : PeriodicC1 T P) (hq : Continuous q)
    (hf : PeriodicC1 T f) (hg : PeriodicC1 T g) :
    (∫ x in (0:ℝ)..T, g x * kaneOp P q f x) + (∫ x in (0:ℝ)..T, kaneOp P q g x * f x)
      = ∫ x in (0:ℝ)..T, (2 * q x - deriv P x) * f x * g x := by
  have cP := hP.diff.continuous
  have cf := hf.diff.continuous
  have cg := hg.diff.continuous
  have kf : Continuous (kaneOp P q f) := (cP.mul hf.cont).add (hq.mul cf)
  have kg : Continuous (kaneOp P q g) := (cP.mul hg.cont).add (hq.mul cg)
  have cD : Continuous (fun x => (deriv P x * f x + P x * deriv f x) * g x
      + P x * f x * deriv g x) :=
    (((hP.cont.mul cf).add (cP.mul hf.cont)).mul cg).add ((cP.mul cf).mul hg.cont)
  have cE : Continuous (fun x => (2 * q x - deriv P x) * f x * g x) :=
    (((continuous_const.mul hq).sub hP.cont).mul cf).mul cg
  -- the total derivative of `P f g` drops out
  have h0 : (∫ x in (0:ℝ)..T, ((deriv P x * f x + P x * deriv f x) * g x
      + P x * f x * deriv g x)) = 0 :=
    integral_periodic_deriv (F := fun x => P x * f x * g x)
      (fun x => ((hP.diff x).hasDerivAt.fun_mul (hf.diff x).hasDerivAt).fun_mul
        (hg.diff x).hasDerivAt) cD
      (fun x => by simp only [hP.per x, hf.per x, hg.per x])
  have s1 : (∫ x in (0:ℝ)..T, (g x * kaneOp P q f x + kaneOp P q g x * f x))
      = (∫ x in (0:ℝ)..T, g x * kaneOp P q f x) + ∫ x in (0:ℝ)..T, kaneOp P q g x * f x :=
    intervalIntegral.integral_add ((cg.mul kf).intervalIntegrable _ _)
      ((kg.mul cf).intervalIntegrable _ _)
  have s2 : (∫ x in (0:ℝ)..T, (((deriv P x * f x + P x * deriv f x) * g x
      + P x * f x * deriv g x) + (2 * q x - deriv P x) * f x * g x))
      = (∫ x in (0:ℝ)..T, ((deriv P x * f x + P x * deriv f x) * g x
      + P x * f x * deriv g x)) + ∫ x in (0:ℝ)..T, (2 * q x - deriv P x) * f x * g x :=
    intervalIntegral.integral_add (cD.intervalIntegrable _ _) (cE.intervalIntegrable _ _)
  rw [h0, zero_add] at s2
  rw [← s1, ← s2]
  congr 1
  funext x
  simp only [kaneOp]
  ring
```

The left side is the antisymmetry defect, which vanishes for all $f,g$ exactly when the operator is antisymmetric. By hand,

$$\begin{aligned}
g(Pf'+qf)+(Pg'+qg)f&=P(fg)'+2qfg\\
&=(Pfg)'+(2q-P')fg.
\end{aligned}$$

The total derivative integrates to zero, which leaves $\int_0^T(2q-P')fg\,dx$.

The Lean proof first collects the continuity facts that make each integrand integrable. Then `h0` removes the total derivative, `s1` and `s2` split integrals of sums, and `ring` checks the pointwise identity.

```lean
/-- The symmetrized operator `P f' + P' f / 2` is antisymmetric for every periodic `C¹`
Kane parameter `P`. -/
theorem symmetrized_skew {T : ℝ} {P : ℝ → ℝ} (hP : PeriodicC1 T P) :
    Skew T (kaneOp P (fun x => deriv P x / 2)) := by
  intro f g hf hg
  have d := skew_defect hP (hP.cont.div_const 2) hf hg
  have z : ∀ x, (2 * (deriv P x / 2) - deriv P x) * f x * g x = 0 := fun x => by ring
  simp only [z, intervalIntegral.integral_zero] at d
  linarith
```

For $q=P'/2$ the factor $2q-P'$ is zero, so the defect vanishes for every $f$ and $g$. This is the antisymmetry of the symmetrized operator.

## Periodic primitives and a vanishing variance

```lean
/-- A continuous periodic function whose integral over a period vanishes is the derivative
of a periodic function. -/
theorem exists_periodic_primitive {T : ℝ} {w : ℝ → ℝ} (hw : Continuous w)
    (hp : Function.Periodic w T) (h0 : (∫ x in (0:ℝ)..T, w x) = 0) :
    ∃ W, PeriodicC1 T W ∧ deriv W = w := by
  have hd : ∀ x, HasDerivAt (fun y => ∫ t in (0:ℝ)..y, w t) (w x) x :=
    fun x => (hw.integral_hasStrictDerivAt 0 x).hasDerivAt
  have he : deriv (fun y => ∫ t in (0:ℝ)..y, w t) = w := funext fun x => (hd x).deriv
  refine ⟨_, ⟨fun x => (hd x).differentiableAt, by rw [he]; exact hw, fun x => ?_⟩, he⟩
  have s : (∫ t in (0:ℝ)..x, w t) + (∫ t in x..(x + T), w t) = ∫ t in (0:ℝ)..(x + T), w t :=
    intervalIntegral.integral_add_adjacent_intervals (hw.intervalIntegrable _ _)
      (hw.intervalIntegrable _ _)
  have t := hp.intervalIntegral_add_eq x 0
  rw [zero_add, h0] at t
  show (∫ t in (0:ℝ)..(x + T), w t) = ∫ t in (0:ℝ)..x, w t
  linarith
```

Given a continuous periodic $w$ with $\int_0^T w\,dx=0$, set $W(x)=\int_0^x w\,dt$. Then $W'=w$, and

$$W(x+T)-W(x)=\int_x^{x+T}w\,dt=\int_0^T w\,dt=0.$$

So $W$ is itself periodic and $C^1$. In the proof, `he` is the statement $W'=w$, and the last lines establish the period.

```lean
/-- For `T > 0`, a continuous periodic function orthogonal to the derivatives of all periodic
`C¹` functions is constant. -/
theorem constant_of_orthogonal {T : ℝ} (hT : 0 < T) {W : ℝ → ℝ} (hW : Continuous W)
    (hp : Function.Periodic W T)
    (h : ∀ f, PeriodicC1 T f → (∫ x in (0:ℝ)..T, W x * deriv f x) = 0) :
    ∀ x, W x = W 0 := by
  -- `m` is the mean of `W`
  obtain ⟨m, hm⟩ : ∃ m, T * m = ∫ x in (0:ℝ)..T, W x :=
    ⟨(∫ x in (0:ℝ)..T, W x) / T, by field_simp⟩
  have cv : Continuous (fun x => W x - m) := hW.sub continuous_const
  have s : (∫ x in (0:ℝ)..T, (W x - m)) = (∫ x in (0:ℝ)..T, W x) - ∫ _x in (0:ℝ)..T, m :=
    intervalIntegral.integral_sub (hW.intervalIntegrable _ _)
      (continuous_const.intervalIntegrable _ _)
  rw [intervalIntegral.integral_const, smul_eq_mul, sub_zero, ← hm, sub_self] at s
  obtain ⟨F, hF, hF'⟩ := exists_periodic_primitive cv (fun x => by simp only [hp x]) s
  have o := h F hF
  simp only [hF'] at o
  have s2 : (∫ x in (0:ℝ)..T, (W x * (W x - m) - m * (W x - m)))
      = (∫ x in (0:ℝ)..T, W x * (W x - m)) - ∫ x in (0:ℝ)..T, m * (W x - m) :=
    intervalIntegral.integral_sub ((hW.mul cv).intervalIntegrable _ _)
      ((continuous_const.mul cv).intervalIntegrable _ _)
  rw [o, intervalIntegral.integral_const_mul, s, mul_zero, sub_zero] at s2
  have sq : ∀ x, W x * (W x - m) - m * (W x - m) = (W x - m) * (W x - m) := fun x => by ring
  simp only [sq] at s2
  -- the variance vanishes, so `W` equals its mean everywhere
  have key : ∀ x, W x = m := by
    intro x
    by_contra hx
    have pos : 0 < ∫ t in x..(x + T), (W t - m) * (W t - m) :=
      intervalIntegral.integral_pos (by linarith) (cv.mul cv).continuousOn
        (fun t _ => mul_self_nonneg _)
        ⟨x, ⟨le_rfl, by linarith⟩, mul_self_pos.mpr (sub_ne_zero.mpr hx)⟩
    have pp : Function.Periodic (fun t => (W t - m) * (W t - m)) T :=
      fun t => by simp only [hp t]
    have e := pp.intervalIntegral_add_eq x 0
    rw [zero_add] at e
    linarith
  intro x
  rw [key x, key 0]
```

Suppose that $\int_0^T Wf'\,dx=0$ for every admissible $f$. Let $m=\frac1T\int_0^T W\,dx$ be the mean. The function $W-m$ has zero mean, so it equals $F'$ for some admissible $F$. Testing with $f=F$ gives $\int_0^T W(W-m)\,dx=0$. Subtracting $m\int_0^T(W-m)\,dx=0$ yields

$$\int_0^T (W-m)^2\,dx=0.$$

A continuous non-negative function with zero integral vanishes, so $W=m$ throughout. Lean argues by contradiction in `key`: if $W(x)\ne m$, the integral of the square over $[x,x+T]$ is positive, while periodicity makes it equal to the integral over $[0,T]$.

## The ordering that antisymmetry selects

```lean
/-- For `T > 0`, a periodic `C¹` Kane parameter `P` and continuous periodic `q`, the operator
`P f' + q f` is antisymmetric if and only if `q = P'/2`. -/
theorem skew_iff {T : ℝ} (hT : 0 < T) {P q : ℝ → ℝ} (hP : PeriodicC1 T P)
    (hq : Continuous q) (hqp : Function.Periodic q T) :
    Skew T (kaneOp P q) ↔ ∀ x, q x = deriv P x / 2 := by
  constructor
  · intro h
    have dper : ∀ x, deriv P (x + T) = deriv P x := by
      intro x
      have e : (fun y => P (y + T)) = P := funext hP.per
      rw [← deriv_comp_add_const, e]
    obtain ⟨w, hw⟩ : ∃ w : ℝ → ℝ, w = fun x => 2 * q x - deriv P x := ⟨_, rfl⟩
    have hwx : ∀ x, w x = 2 * q x - deriv P x := fun x => congrFun hw x
    have hwc : Continuous w := by
      rw [hw]
      exact (continuous_const.mul hq).sub hP.cont
    have hwp : Function.Periodic w T := fun x => by
      rw [hwx (x + T), hwx x, hqp x, dper x]
    -- testing against the constant function
    have test : ∀ f, PeriodicC1 T f → (∫ x in (0:ℝ)..T, w x * f x) = 0 := by
      intro f hf
      have z : (∫ x in (0:ℝ)..T, (2 * q x - deriv P x) * f x * 1) = 0 :=
        (skew_defect hP hq hf (periodicC1_one T)).symm.trans
          (add_eq_zero_iff_eq_neg.mpr (h f _ hf (periodicC1_one T)))
      simpa only [mul_one, ← hwx] using z
    have h0 : (∫ x in (0:ℝ)..T, w x) = 0 := by
      simpa only [mul_one] using test _ (periodicC1_one T)
    obtain ⟨W, hW, hW'⟩ := exists_periodic_primitive hwc hwp h0
    subst hW'
    have cW := hW.diff.continuous
    -- integration by parts moves the derivative to the test function
    have hc := constant_of_orthogonal hT cW hW.per (fun f hf => by
      have cf := hf.diff.continuous
      have i : (∫ x in (0:ℝ)..T, (deriv W x * f x + W x * deriv f x)) = 0 :=
        integral_periodic_deriv (F := fun x => W x * f x)
          (fun x => (hW.diff x).hasDerivAt.fun_mul (hf.diff x).hasDerivAt)
          ((hW.cont.mul cf).add (cW.mul hf.cont))
          (fun x => by simp only [hW.per x, hf.per x])
      have s : (∫ x in (0:ℝ)..T, (deriv W x * f x + W x * deriv f x))
          = (∫ x in (0:ℝ)..T, deriv W x * f x) + ∫ x in (0:ℝ)..T, W x * deriv f x :=
        intervalIntegral.integral_add ((hW.cont.mul cf).intervalIntegrable _ _)
          ((cW.mul hf.cont).intervalIntegrable _ _)
      linarith [test f hf])
    intro x
    have hz : deriv W x = 0 := by
      have e : W = fun _ => W 0 := funext hc
      rw [e, deriv_const]
    linarith [hwx x]
  · intro h
    have e : q = fun x => deriv P x / 2 := funext h
    rw [e]
    exact symmetrized_skew hP
```

Assume antisymmetry and write $w=2q-P'$, which is continuous and periodic. The defect formula with $g=1$ gives $\int_0^T wf\,dx=0$ for every admissible $f$; this is `test`. Taking $f=1$ as well shows that $w$ has zero mean, so $w=W'$ with $W$ periodic. Integrating $(Wf)'$ over a period gives

$$0=\int_0^T wf\,dx+\int_0^T Wf'\,dx,$$

and hence $\int_0^T Wf'\,dx=0$ for every $f$. By the preceding theorem $W$ is constant, so $w=0$ and $q=P'/2$. The converse is `symmetrized_skew`.

A natural shortcut goes wrong here: putting $f=w$ in $\int_0^T wf\,dx=0$ would give $\int_0^T w^2\,dx=0$ at once, but $w$ is only known to be continuous, whereas test functions must be $C^1$. The detour through $W$ avoids this.

The value $T=0$ has to be excluded, since every integral over the period would then vanish and every operator would count as antisymmetric.

```lean
/-- For `T > 0` and a periodic `C¹` Kane parameter `P`, the unsymmetrized operator `P f'` is
antisymmetric if and only if `P` is constant. -/
theorem bare_skew_iff {T : ℝ} (hT : 0 < T) {P : ℝ → ℝ} (hP : PeriodicC1 T P) :
    Skew T (fun f x => P x * deriv f x) ↔ ∃ c, ∀ x, P x = c := by
  have e : (fun (f : ℝ → ℝ) (x : ℝ) => P x * deriv f x)
      = kaneOp P (fun _ => 0) := by
    funext f x
    simp [kaneOp]
  rw [e, skew_iff (q := fun _ => 0) hT hP continuous_const (fun _ => rfl)]
  constructor
  · intro h
    refine ⟨P 0, fun x => is_const_of_deriv_eq_zero hP.diff (fun y => ?_) x 0⟩
    have hy : (0:ℝ) = deriv P y / 2 := h y
    linarith
  · rintro ⟨c, hc⟩ x
    have hz : deriv P x = 0 := by
      have e' : P = fun _ => c := funext hc
      rw [e', deriv_const]
    simp [hz]

end KaneOrdering
```

The expression `fun f x => P x * deriv f x` is the operator $f\mapsto Pf'$. It is `kaneOp` with $q=0$, so it is antisymmetric exactly when $0=P'/2$ everywhere. A function on the line with zero derivative is constant, and a constant has zero derivative, which gives both directions.

For a two-band envelope-function calculation in a periodic cell with smoothly graded $P$, the result fixes the ordering when the same operator $-iA$ stands in both off-diagonal entries of the Hamiltonian. That placement is an assumption about the Hamiltonian and not part of the theorem. With $Pk$ in one entry and $kP$ in the other, the two entries are adjoint to each other, and the coupling is symmetric although neither entry need be symmetric alone.

```lean
#print axioms KaneOrdering.bare_skew_iff
-- 'KaneOrdering.bare_skew_iff' depends on axioms: [propext, Classical.choice, Quot.sound]
```
